# A one-dimensional Hermite Gaussian of order t has no multipole moment below order t

The product of two Cartesian Gaussian basis functions is a charge distribution, and its far electrostatic field is described by its multipole moments. Along one axis the product is a finite sum of Hermite Gaussians, which are derivatives of a single Gaussian. Which terms of that sum contribute to the charge, to the dipole, and so on? For this one-dimensional factor, the moment of order $n$, meaning its integral against $(x-c)^n$ for a chosen origin $c$, needs only the terms of order $t\le n$.

```lean
import Mathlib

open Polynomial MeasureTheory

namespace HermiteGaussianMultipoles

noncomputable section
```

These lines load Mathlib and open its notation for polynomials and integrals.

```lean
/-- The Gaussian `exp (-p (x - P)²)` with exponent `p` and centre `P`. -/
def gaussian (p P x : ℝ) : ℝ := Real.exp (-p * (x - P) ^ 2)
```

This is $G(x)=e^{-p(x-P)^2}$, with real exponent $p$ and centre $P$. It is not normalised.

```lean
/-- The Hermite Gaussian of order `t`: the operator `-d/dx` applied `t` times to the Gaussian. -/
def hermiteGaussian (p P : ℝ) (t : ℕ) : ℝ → ℝ :=
  (fun (f : ℝ → ℝ) (x : ℝ) => -deriv f x)^[t] (gaussian p P)
```

This is $\Lambda_t=(-d/dx)^tG$. The symbol `^[t]` means "apply $t$ times", here to the map $f\mapsto -f'$.

The derivative could also have been taken with respect to the centre, $\Lambda_t=(\partial/\partial P)^tG$. The function is the same, but a direct proof would then exchange derivative and integral instead of integrating by parts.

```lean
/-- The polynomials defined by `h₀ = 1` and `hₜ₊₁ = 2p (x - P) hₜ - hₜ'`. -/
def prefactor (p P : ℝ) : ℕ → ℝ[X]
  | 0 => 1
  | t + 1 => C (2 * p) * (X - C P) * prefactor p P t - derivative (prefactor p P t)
```

The polynomials $h_t$ obey $h_0=1$ and $h_{t+1}=2p(x-P)h_t-h_t'$. The type `ℝ[X]` holds formal polynomials, and `eval` turns one into a number at a given $x$.

```lean
/-- The derivative of a polynomial times a Gaussian, by the product rule. -/
theorem hasDerivAt_poly_mul_gaussian (p P : ℝ) (q : ℝ[X]) (x : ℝ) :
    HasDerivAt (fun y => q.eval y * gaussian p P y)
      ((derivative q).eval x * gaussian p P x
        - q.eval x * (2 * p * (x - P)) * gaussian p P x) x := by
  have h1 : HasDerivAt (fun y : ℝ => -p * (y - P) ^ 2) (-p * (2 * (x - P))) x := by
    have h := (((hasDerivAt_id' x).sub_const P).fun_pow 2).const_mul (-p)
    exact h.congr_deriv (by norm_num)
  simp only [gaussian]
  exact ((q.hasDerivAt x).fun_mul h1.exp).congr_deriv (by ring)
```

A theorem lists its data and hypotheses before the colon, its claim after it, and its proof after `:=`. `HasDerivAt` says that the derivative exists and has the stated value. By the product and chain rules,
$$(qG)'=q'G-2p(x-P)\,qG .$$

```lean
/-- A Hermite Gaussian is its polynomial prefactor times the Gaussian. -/
theorem hermiteGaussian_eq (p P : ℝ) (t : ℕ) :
    hermiteGaussian p P t = fun x => (prefactor p P t).eval x * gaussian p P x := by
  induction t with
  | zero =>
    funext x
    simp [hermiteGaussian, prefactor]
  | succ t ih =>
    have hs : hermiteGaussian p P (t + 1) = fun x => -deriv (hermiteGaussian p P t) x :=
      Function.iterate_succ_apply' _ _ _
    rw [hs, ih]
    funext x
    rw [(hasDerivAt_poly_mul_gaussian p P _ x).deriv]
    simp only [prefactor, eval_sub, eval_mul, eval_C, eval_X]
    ring
```

The claim is $\Lambda_t=h_tG$, proved by induction on $t$. It holds for $t=0$, and the previous formula gives the step:
$$-(h_tG)'=\big(2p(x-P)h_t-h_t'\big)G=h_{t+1}G .$$
The tactic `ring` does the final algebra.

```lean
/-- Any polynomial times a Gaussian of positive exponent is integrable over the line. -/
theorem integrable_poly_mul_gaussian {p : ℝ} (hp : 0 < p) (P : ℝ) (q : ℝ[X]) :
    Integrable (fun x => q.eval x * gaussian p P x) := by
  -- first for a Gaussian at the origin, monomial by monomial
  have h0 : ∀ r : ℝ[X], Integrable (fun x : ℝ => r.eval x * Real.exp (-p * x ^ 2)) := by
    intro r
    induction r using Polynomial.induction_on' with
    | add a b ha hb =>
      refine (ha.add hb).congr (ae_of_all _ fun x => ?_)
      simp [add_mul]
    | monomial n a =>
      have hn : (-1 : ℝ) < (n : ℝ) := by
        have := Nat.cast_nonneg (α := ℝ) n
        linarith
      refine ((integrable_rpow_mul_exp_neg_mul_sq hp hn).const_mul a).congr
        (ae_of_all _ fun x => ?_)
      simp only [eval_monomial, Real.rpow_natCast, mul_assoc]
  -- then shift the centre to `P`
  have h := (h0 (q.comp (X + C P))).comp_sub_right P
  simpa [gaussian, eval_comp] using h
```

The hypothesis `hp`, which all later theorems share, says $p>0$: the charge is localised. Then $x^ne^{-px^2}$ is integrable for every $n$, hence so is any polynomial times $e^{-px^2}$, and a shift moves the centre to $P$.

```lean
/-- Any polynomial times a Hermite Gaussian of positive exponent is integrable. -/
theorem integrable_poly_mul_hermiteGaussian {p : ℝ} (hp : 0 < p) (P : ℝ) (q : ℝ[X]) (t : ℕ) :
    Integrable (fun x => q.eval x * hermiteGaussian p P t x) := by
  have h := integrable_poly_mul_gaussian hp P (q * prefactor p P t)
  simpa only [hermiteGaussian_eq, eval_mul, mul_assoc] using h
```

Since $q\Lambda_t=(qh_t)G$, this product is integrable too. That matters here because Lean assigns the value zero to the integral of a non-integrable function, and zero is what we want to establish honestly.

```lean
/-- Integration by parts moves one derivative from the Hermite Gaussian to the polynomial. -/
theorem integral_by_parts {p : ℝ} (hp : 0 < p) (P : ℝ) (q : ℝ[X]) (t : ℕ) :
    ∫ x, q.eval x * hermiteGaussian p P (t + 1) x
      = ∫ x, (derivative q).eval x * hermiteGaussian p P t x := by
  have hd : ∀ x, HasDerivAt (fun y => (q * prefactor p P t).eval y * gaussian p P y)
      ((derivative q).eval x * hermiteGaussian p P t x
        - q.eval x * hermiteGaussian p P (t + 1) x) x := by
    intro x
    refine (hasDerivAt_poly_mul_gaussian p P _ x).congr_deriv ?_
    simp only [hermiteGaussian_eq, prefactor, derivative_mul, eval_add, eval_sub, eval_mul,
      eval_C, eval_X]
    ring
  have i1 := integrable_poly_mul_hermiteGaussian hp P (derivative q) t
  have i2 := integrable_poly_mul_hermiteGaussian hp P q (t + 1)
  -- the total derivative integrates to zero
  have h := integral_eq_zero_of_hasDerivAt_of_integrable hd (i1.sub i2)
    (integrable_poly_mul_gaussian hp P _)
  rw [integral_sub i1 i2] at h
  linarith
```

Because $\Lambda_t'=-\Lambda_{t+1}$,
$$(q\Lambda_t)'=q'\Lambda_t-q\Lambda_{t+1}.$$
The function $q\Lambda_t$ and both terms on the right are integrable, so the left side integrates to zero over the line. Hence $\int q\Lambda_{t+1}=\int q'\Lambda_t$. In the code, `hd` is the derivative formula and `linarith` rearranges the result.

```lean
/-- The integral of a polynomial against a Hermite Gaussian of order `t` is the integral of
the `t`-th derivative of the polynomial against the plain Gaussian. -/
theorem integral_poly_mul_hermiteGaussian {p : ℝ} (hp : 0 < p) (P : ℝ) (q : ℝ[X]) (t : ℕ) :
    ∫ x, q.eval x * hermiteGaussian p P t x
      = ∫ x, (derivative^[t] q).eval x * gaussian p P x := by
  induction t generalizing q with
  | zero => rfl
  | succ t ih => rw [integral_by_parts hp, ih, Function.iterate_succ_apply]
```

Repeating this $t$ times gives $\int q\Lambda_t=\int q^{(t)}G$. The words `generalizing q` let the induction hypothesis apply to $q'$ as well as to $q$.

```lean
/-- Against a polynomial of degree at most `t`, a Hermite Gaussian of order `t` integrates to
`t! √(π/p)` times the coefficient of `x ^ t`. -/
theorem integral_of_natDegree_le {p : ℝ} (hp : 0 < p) (P : ℝ) (q : ℝ[X]) (t : ℕ)
    (hq : q.natDegree ≤ t) :
    ∫ x, q.eval x * hermiteGaussian p P t x
      = t.factorial * q.coeff t * Real.sqrt (Real.pi / p) := by
  have hD : derivative^[t] q = C ((t.factorial : ℝ) * q.coeff t) := by
    have hdeg : (derivative^[t] q).natDegree ≤ 0 :=
      (natDegree_iterate_derivative q t).trans (by omega)
    rw [eq_C_of_natDegree_le_zero hdeg, coeff_iterate_derivative]
    simp [Nat.descFactorial_self]
  have hG : ∫ x, gaussian p P x = Real.sqrt (Real.pi / p) :=
    (integral_sub_right_eq_self (fun x : ℝ => Real.exp (-p * x ^ 2)) P).trans
      (integral_gaussian p)
  rw [integral_poly_mul_hermiteGaussian hp, hD]
  simp only [eval_C]
  rw [integral_const_mul, hG]
```

Let $q=\sum_{k\le t}a_kx^k$. Differentiating $t$ times removes every power below $t$ and turns $x^t$ into $t!$, so $q^{(t)}=t!\,a_t$; this is `hD`. Shifting the centre to the origin gives $\int G=\sqrt{\pi/p}$, which is `hG`. Therefore
$$\int q\Lambda_t=t!\,a_t\sqrt{\pi/p}.$$

```lean
/-- About any origin `c`, the multipole moments of a Hermite Gaussian of order `t` vanish below
order `t`, and the moment of order `t` is `t! √(π/p)`. -/
theorem multipole_moment {p : ℝ} (hp : 0 < p) (P c : ℝ) {n t : ℕ} (hnt : n ≤ t) :
    ∫ x, (x - c) ^ n * hermiteGaussian p P t x
      = if n = t then t.factorial * Real.sqrt (Real.pi / p) else 0 := by
  have hdeg : ((X - C c) ^ n : ℝ[X]).natDegree = n := by
    rw [natDegree_pow, natDegree_X_sub_C, mul_one]
  have h := integral_of_natDegree_le hp P ((X - C c) ^ n) t (hdeg.le.trans hnt)
  simp only [eval_pow, eval_sub, eval_X, eval_C] at h
  rw [h]
  split_ifs with e
  · subst e
    have hc := ((monic_X_sub_C c).pow n).coeff_natDegree
    rw [hdeg] at hc
    rw [hc, mul_one]
  · rw [coeff_eq_zero_of_natDegree_lt (by omega), mul_zero, zero_mul]
```

This is the main result. For any exponent $p>0$, any centre $P$, any origin $c$ and $n\le t$,
$$\int (x-c)^n\Lambda_t\,dx=\begin{cases}t!\sqrt{\pi/p}, & n=t,\\ 0, & n<t.\end{cases}$$
Take $q=(x-c)^n$, which has degree $n$ and leading coefficient 1. Its coefficient of $x^t$ is 1 if $n=t$ and 0 if $n<t$; `split_ifs` treats these two cases. Setting $P=c=0$ gives the moments $\int x^n(-d/dx)^te^{-px^2}dx$. If $G$ is scaled to unit charge, the moment of order $t$ is simply $t!$.

```lean
/-- The moment of order `t + 1` about `c` is `(t + 1)! (P - c) √(π/p)`, proportional to the signed
displacement of the centre `P` from the origin `c`. -/
theorem next_multipole_moment {p : ℝ} (hp : 0 < p) (P c : ℝ) (t : ℕ) :
    ∫ x, (x - c) ^ (t + 1) * hermiteGaussian p P t x
      = (t + 1).factorial * (P - c) * Real.sqrt (Real.pi / p) := by
  have hD : derivative^[t] ((X - C c) ^ (t + 1) : ℝ[X])
      = C ((t + 1).factorial : ℝ) * (X - C c) := by
    induction t with
    | zero => simp
    | succ s ih =>
      rw [Function.iterate_succ_apply, derivative_X_sub_C_pow, Nat.add_sub_cancel,
        iterate_derivative_C_mul, ih, ← mul_assoc, ← C_mul, Nat.factorial_succ (s + 1),
        Nat.cast_mul]
  have h := integral_poly_mul_hermiteGaussian hp P ((X - C c) ^ (t + 1)) t
  rw [hD] at h
  simp only [eval_pow, eval_sub, eval_mul, eval_X, eval_C, mul_assoc] at h
  rw [h, integral_const_mul]
  -- write `x - c` times the Gaussian as a combination of Hermite Gaussians of orders one and zero
  have hpre : prefactor p P 1 = C (2 * p) * (X - C P) * 1 - derivative 1 := rfl
  have e : ∀ x, (x - c) * gaussian p P x
      = (2 * p)⁻¹ * hermiteGaussian p P 1 x + (P - c) * gaussian p P x := by
    intro x
    have hne : (2 * p)⁻¹ * (2 * p) = 1 := inv_mul_cancel₀ (by positivity)
    rw [hermiteGaussian_eq, hpre]
    simp only [eval_sub, eval_mul, eval_C, eval_X, eval_one, derivative_one, eval_zero]
    linear_combination (-(x - P) * gaussian p P x) * hne
  have i1 : Integrable (fun x => hermiteGaussian p P 1 x) := by
    simpa using integrable_poly_mul_hermiteGaussian hp P 1 1
  have i0 : Integrable (fun x => gaussian p P x) := by
    simpa using integrable_poly_mul_gaussian hp P 1
  have h1 : ∫ x, hermiteGaussian p P 1 x = 0 := by
    simpa using multipole_moment hp P c (Nat.zero_le 1)
  have h0 : ∫ x, gaussian p P x = Real.sqrt (Real.pi / p) := by
    simpa [hermiteGaussian] using multipole_moment hp P c (le_refl 0)
  simp only [e]
  rw [integral_add (i1.const_mul _) (i0.const_mul _), integral_const_mul, integral_const_mul,
    h1, h0]
  ring

end

end HermiteGaussianMultipoles
```

One order higher, the origin matters:
$$\int (x-c)^{t+1}\Lambda_t\,dx=(t+1)!\,(P-c)\sqrt{\pi/p}.$$
The $t$-th derivative of $(x-c)^{t+1}$ is $(t+1)!\,(x-c)$, so what remains is $\int(x-c)G$. Since $\Lambda_1=2p(x-P)G$,
$$(x-c)G=\frac{1}{2p}\Lambda_1+(P-c)G .$$
This is `e` in the code. The first term integrates to zero by the main result, and the second gives $(P-c)\sqrt{\pi/p}$. The moment vanishes when the origin sits at the centre. Moments of order $t+2$ and above are not treated.

```lean
#print axioms HermiteGaussianMultipoles.multipole_moment
#print axioms HermiteGaussianMultipoles.next_multipole_moment
```

```
'HermiteGaussianMultipoles.multipole_moment' depends on axioms: [propext, Classical.choice, Quot.sound]
'HermiteGaussianMultipoles.next_multipole_moment' depends on axioms: [propext, Classical.choice, Quot.sound]
```
